# Atomic free valences in an orthonormal basis are nonnegative when the occupations lie between 0 and 2, and all vanish exactly when \(D^2 = 2D\)

## Two centres sharing two electrons

Take two atoms with one orbital each, the two orbitals being orthonormal, and let each carry one electron on average. The spin-summed density matrix is

\[
D = \begin{pmatrix} 1 & c \\ c & 1 \end{pmatrix}, \qquad -1 \le c \le 1 .
\]

Its eigenvalues \(1+c\) and \(1-c\) are the occupations of the in-phase and out-of-phase combinations. At \(c = 1\) the bonding orbital is doubly occupied; at \(c = 0\) both combinations hold one electron, as in a fully dissociated bond.

The free valence of the first atom is twice its population, minus the square of its own diagonal element, minus the squared element that links it to its neighbour:

\[
2 - 1 - c^2 = 1 - c^2 .
\]

The same number appears on the diagonal of

\[
2D - D^2 = \begin{pmatrix} 1-c^2 & 0 \\ 0 & 1-c^2 \end{pmatrix}.
\]

In general, too, free valence is the atomic share of \(2D - D^2\), and this matrix is positive semidefinite whenever all occupations lie between 0 and 2.

## Free valence for any number of atoms

Let \(D\) be a real spin-summed one-electron density matrix in an orthonormal basis, and assign each basis function to one atom. Write \(D_{AB}\) for the block with rows on atom \(A\) and columns on atom \(B\). The free valence is

\[
F_A = 2\,\mathrm{tr}\,D_{AA} - \sum_B \lVert D_{AB} \rVert^2 ,
\]

with Frobenius norms and with \(B = A\) included. The terms with \(B \ne A\) are the bond indices to other atoms. What remains without them, \(2\,\mathrm{tr}\,D_{AA} - \lVert D_{AA}\rVert^2\), is the total valence of the atom, so \(F_A\) is the valence not used in bonds.

The assumption on \(D\) is that \(D\) and \(2I - D\) are both positive semidefinite. This is the Pauli principle for spatial orbitals: every natural occupation lies between 0 and 2. The result is then that \(F_A \ge 0\) for every atom, and that all \(F_A\) vanish if and only if \(D^2 = 2D\), which means that every occupation is 0 or 2.

If the basis is orthonormal and the indices are computed as above from a real symmetric \(D\), a negative free valence beyond rounding error therefore means that some occupation lies outside the range from 0 to 2. The choice of which atom owns which basis function cannot cause it. A positive value does not by itself indicate correlation, since an open-shell single determinant also has singly occupied orbitals.

## How the Lean statement encodes this

The finite types `n` and `A` label basis functions and atoms, and `atom : n → A` is the assignment. An atom without basis functions is allowed and has free valence zero. The structure `IsDensity D` contains the two semidefiniteness conditions; for a real matrix, `PosSemidef` includes symmetry. Neither an integer electron number nor an underlying wavefunction is required.

`bondIndex atom D a b` is \(\lVert D_{ab}\rVert^2\), written as a double sum of squares, and `freeValence atom D a` is \(F_a\). The main theorem, `freeValence_nonneg_and_all_zero_iff`, states both halves of the result for every `atom` and every `D` satisfying `IsDensity D`.

A sharper local statement is `freeValence_eq_zero_iff`: one free valence \(F_a\) vanishes if and only if \((D^2)_{ij} = 2D_{ij}\) for all \(i\) on atom \(a\) and all \(j\), including those on other atoms.

The basis is finite and orthonormal, and the density is real. The indices are built from the spin-summed matrix alone; bond indices that add a spin-density term for open shells, or that are defined from the two-electron density, are not covered.

## Derivation

Set \(U = 2D - D^2\). Summing the blocks over all partner atoms restores complete rows, and symmetry turns the sum of squares into a diagonal element of \(D^2\):

\[
\sum_B \lVert D_{AB}\rVert^2 = \sum_{i \in A} \sum_j D_{ij}^2 = \sum_{i\in A}\sum_j D_{ij}D_{ji} = \sum_{i \in A} (D^2)_{ii}.
\]

Hence \(F_A = \sum_{i \in A} U_{ii}\).

Next, let \(Q = 2I - D\). It commutes with \(D\), and \(D + Q = 2I\), so

\[
DQD + QDQ = DQ(D + Q) = 2DQ = 2U .
\]

For any vector \(x\), symmetry gives \(x^T DQD\,x = (Dx)^T Q\,(Dx) \ge 0\) and \(x^T QDQ\,x = (Qx)^T D\,(Qx) \ge 0\). Thus \(U\) is positive semidefinite. Its diagonal elements \(U_{ii} = e_i^T U e_i\), with \(e_i\) the \(i\)-th unit vector, are nonnegative, and so is every \(F_A\).

Suppose now that \(F_A = 0\). A sum of nonnegative terms vanishes only if each term does, so \(U_{ii} = 0\) for all \(i \in A\). For any \(j\) and any real \(t\), testing \(U\) on \(t e_i + e_j\) gives

\[
0 \le t^2 U_{ii} + 2t\,U_{ij} + U_{jj} = 2t\,U_{ij} + U_{jj}.
\]

If \(U_{ij}\) were nonzero, the choice \(t = -(U_{jj}+1)/(2U_{ij})\) would make the right-hand side \(-1\). So \(U_{ij} = 0\) for every \(j\), which says that the rows of \(D^2\) and \(2D\) agree on atom \(A\). Conversely, if these rows agree, each \(U_{ii}\) with \(i \in A\) is zero and \(F_A = 0\).

Every basis function belongs to some atom. If all free valences vanish, all rows agree and \(D^2 = 2D\); if \(D^2 = 2D\), then \(U = 0\) and all free valences vanish.

Summing over atoms also gives \(\sum_A F_A = \mathrm{tr}\,U = 2\,\mathrm{tr}\,D - \mathrm{tr}\,D^2\).

## The same indices with overlapping orbitals

The model could have kept a non-orthogonal basis with overlap matrix \(S\) and density matrix \(P\), replacing \(D_{ii}\) by \((PS)_{ii}\) and \(D_{ij}^2\) by \((PS)_{ij}(PS)_{ji}\). Atomic nonnegativity would then no longer be guaranteed. Take two normalised orbitals with overlap \(1/2\), one on each atom, and one electron in the normalised orbital with coefficients \((1,-3)/\sqrt{7}\). The free valences are \(-1/14\) and \(15/14\). Working with \(S^{1/2} P S^{1/2}\) as \(D\) returns to the orthonormal setting, but it defines different atomic populations and indices; in this example both free valences are then nonnegative.

## The complete Lean file

```lean
import Mathlib

open Matrix

namespace FreeValence

noncomputable section

variable {n A : Type*} [Fintype n] [DecidableEq n] [Fintype A] [DecidableEq A]

/-- A real spin-summed one-electron density matrix in an orthonormal basis:
both `D` and `2 - D` are positive semidefinite. -/
structure IsDensity (D : Matrix n n ℝ) : Prop where
  nonneg : D.PosSemidef
  le_two : ((2 : ℝ) • (1 : Matrix n n ℝ) - D).PosSemidef

/-- The squared Frobenius norm of the block of `D` between atoms `a` and `b`. -/
def bondIndex (atom : n → A) (D : Matrix n n ℝ) (a b : A) : ℝ :=
  ∑ i with atom i = a, ∑ j with atom j = b, D i j ^ 2

/-- The free valence of atom `a`: twice its population minus all its bond indices,
the one with itself included. -/
def freeValence (atom : n → A) (D : Matrix n n ℝ) (a : A) : ℝ :=
  2 * ∑ i with atom i = a, D i i - ∑ b, bondIndex atom D a b

/-- The matrix `2D - D²`. -/
def unpaired (D : Matrix n n ℝ) : Matrix n n ℝ := (2 : ℝ) • D - D * D

omit [DecidableEq n] in
/-- For symmetric `D` the free valence of an atom is the population of `2D - D²` on it. -/
theorem freeValence_eq_sum_unpaired (atom : n → A) {D : Matrix n n ℝ} (hs : D.IsSymm)
    (a : A) : freeValence atom D a = ∑ i with atom i = a, unpaired D i i := by
  -- summing the blocks over all partner atoms restores the full rows
  have h : ∑ b, bondIndex atom D a b = ∑ i with atom i = a, ∑ j, D i j ^ 2 := by
    unfold bondIndex
    rw [Finset.sum_comm]
    refine Finset.sum_congr rfl fun i _ => ?_
    exact Finset.sum_fiberwise Finset.univ atom (fun j => D i j ^ 2)
  unfold freeValence
  rw [h, Finset.mul_sum, ← Finset.sum_sub_distrib]
  refine Finset.sum_congr rfl fun i _ => ?_
  have h2 : (D * D) i i = ∑ j, D i j ^ 2 := by
    rw [Matrix.mul_apply]
    refine Finset.sum_congr rfl fun j _ => ?_
    rw [hs.apply i j, sq]
  simp only [unpaired, Matrix.sub_apply, Matrix.smul_apply, smul_eq_mul, h2]

/-- If `D` satisfies `IsDensity`, then `2D - D²` is positive semidefinite. -/
theorem unpaired_posSemidef {D : Matrix n n ℝ} (hD : IsDensity D) :
    (unpaired D).PosSemidef := by
  have h1 := hD.le_two.conjTranspose_mul_mul_same D
  have h2 := hD.nonneg.conjTranspose_mul_mul_same ((2 : ℝ) • (1 : Matrix n n ℝ) - D)
  rw [hD.nonneg.1.eq] at h1
  rw [hD.le_two.1.eq] at h2
  -- 2 (2D - D²) = D (2 - D) D + (2 - D) D (2 - D)
  have e : unpaired D = (1 / 2 : ℝ) • (D * ((2 : ℝ) • (1 : Matrix n n ℝ) - D) * D +
      ((2 : ℝ) • (1 : Matrix n n ℝ) - D) * D * ((2 : ℝ) • (1 : Matrix n n ℝ) - D)) := by
    simp only [unpaired, mul_sub, sub_mul, Matrix.smul_mul, Matrix.mul_smul, one_mul, mul_one]
    module
  rw [e]
  exact (h1.add h2).smul (by norm_num)

/-- A positive semidefinite real matrix has nonnegative diagonal elements, and a vanishing
diagonal element forces its whole row to vanish. -/
theorem diag_nonneg_and_row_zero {M : Matrix n n ℝ} (hM : M.PosSemidef) (i : n) :
    0 ≤ M i i ∧ (M i i = 0 → ∀ j, M i j = 0) := by
  constructor
  · have h := hM.dotProduct_mulVec_nonneg (Pi.single i 1)
    simpa using h
  · intro h0 j
    by_contra hne
    have hs : M j i = M i j := by simpa using hM.1.apply i j
    -- the quadratic form on t e_i + e_j is linear in t, hence unbounded below
    have key : ∀ t : ℝ, 0 ≤ M j j + 2 * t * M i j := by
      intro t
      have h := hM.dotProduct_mulVec_nonneg (Pi.single i t + Pi.single j 1)
      have e : star (Pi.single i t + Pi.single j 1 : n → ℝ) ⬝ᵥ
          (M *ᵥ (Pi.single i t + Pi.single j 1)) = M j j + 2 * t * M i j := by
        rw [star_trivial]
        simp only [Matrix.mulVec_add, add_dotProduct, dotProduct_add, single_dotProduct,
          Matrix.mulVec, dotProduct_single, h0, hs]
        ring
      rwa [e] at h
    have h := key (-(M j j + 1) / (2 * M i j))
    have e : 2 * (-(M j j + 1) / (2 * M i j)) * M i j = -(M j j + 1) := by
      field_simp
    linarith

/-- If `D` satisfies `IsDensity`, the free valence of one atom vanishes if and only if `D²` and `2D`
agree in all rows belonging to that atom. -/
theorem freeValence_eq_zero_iff (atom : n → A) {D : Matrix n n ℝ} (hD : IsDensity D)
    (a : A) : freeValence atom D a = 0 ↔
      ∀ i, atom i = a → ∀ j, (D * D) i j = 2 * D i j := by
  have hs : D.IsSymm := Matrix.IsSymm.ext fun i j => by simpa using hD.nonneg.1.apply i j
  have hU := diag_nonneg_and_row_zero (unpaired_posSemidef hD)
  have hu : ∀ i j, unpaired D i j = 2 * D i j - (D * D) i j := fun i j => by
    simp only [unpaired, Matrix.sub_apply, Matrix.smul_apply, smul_eq_mul]
  rw [freeValence_eq_sum_unpaired atom hs,
    Finset.sum_eq_zero_iff_of_nonneg (fun i _ => (hU i).1)]
  constructor
  · intro h i hi j
    have h1 := (hU i).2 (h i (by simp [hi])) j
    rw [hu] at h1
    linarith
  · intro h i hi
    rw [hu, h i (by simpa using hi) i, sub_self]

/-- If `D` satisfies `IsDensity`, every atomic free valence is nonnegative, and all of them vanish
if and only if `D² = 2D`. -/
theorem freeValence_nonneg_and_all_zero_iff (atom : n → A) {D : Matrix n n ℝ}
    (hD : IsDensity D) :
    (∀ a, 0 ≤ freeValence atom D a) ∧
      ((∀ a, freeValence atom D a = 0) ↔ D * D = (2 : ℝ) • D) := by
  have hs : D.IsSymm := Matrix.IsSymm.ext fun i j => by simpa using hD.nonneg.1.apply i j
  refine ⟨fun a => ?_, fun h => ?_, fun h a => ?_⟩
  · rw [freeValence_eq_sum_unpaired atom hs]
    exact Finset.sum_nonneg fun i _ =>
      (diag_nonneg_and_row_zero (unpaired_posSemidef hD) i).1
  · ext i j
    simpa using (freeValence_eq_zero_iff atom hD (atom i)).1 (h (atom i)) i rfl j
  · refine (freeValence_eq_zero_iff atom hD a).2 fun i _ j => ?_
    rw [h, Matrix.smul_apply, smul_eq_mul]

omit [DecidableEq n] in
/-- For symmetric `D` the free valences of all atoms add up to `2 tr D - tr D²`. -/
theorem sum_freeValence (atom : n → A) {D : Matrix n n ℝ} (hs : D.IsSymm) :
    ∑ a, freeValence atom D a = 2 * D.trace - (D * D).trace := by
  have h : ∑ a, freeValence atom D a = (unpaired D).trace := by
    rw [Finset.sum_congr rfl fun a _ => freeValence_eq_sum_unpaired atom hs a]
    exact Finset.sum_fiberwise Finset.univ atom (fun i => unpaired D i i)
  rw [h, unpaired, Matrix.trace_sub, Matrix.trace_smul, smul_eq_mul]

/-- Two centres with one orbital and unit population each, and off-diagonal element `c`. -/
def twoCentre (c : ℝ) : Matrix (Fin 2) (Fin 2) ℝ := !![1, c; c, 1]

/-- The two-centre matrix is positive semidefinite for `-1 ≤ c ≤ 1`. -/
theorem twoCentre_posSemidef {c : ℝ} (h1 : -1 ≤ c) (h2 : c ≤ 1) :
    (twoCentre c).PosSemidef := by
  apply Matrix.PosSemidef.of_dotProduct_mulVec_nonneg
  · ext i j
    fin_cases i <;> fin_cases j <;> simp [twoCentre]
  · intro x
    have e : star x ⬝ᵥ (twoCentre c *ᵥ x) = x 0 ^ 2 + 2 * c * x 0 * x 1 + x 1 ^ 2 := by
      simp [twoCentre, Matrix.mulVec, dotProduct, Fin.sum_univ_two]
      ring
    rw [e]
    nlinarith [mul_nonneg (by linarith : 0 ≤ 1 + c) (sq_nonneg (x 0 + x 1)),
      mul_nonneg (by linarith : 0 ≤ 1 - c) (sq_nonneg (x 0 - x 1))]

/-- For `-1 ≤ c ≤ 1` the two-centre matrix is a density matrix, and each centre has free
valence `1 - c²`. -/
theorem twoCentre_witness {c : ℝ} (h1 : -1 ≤ c) (h2 : c ≤ 1) :
    IsDensity (twoCentre c) ∧ ∀ a, freeValence id (twoCentre c) a = 1 - c ^ 2 := by
  refine ⟨⟨twoCentre_posSemidef h1 h2, ?_⟩, fun a => ?_⟩
  · -- the hole matrix is again of two-centre form, with c replaced by -c
    have e : (2 : ℝ) • (1 : Matrix (Fin 2) (Fin 2) ℝ) - twoCentre c = twoCentre (-c) := by
      ext i j
      fin_cases i <;> fin_cases j <;> norm_num [twoCentre]
    rw [e]
    exact twoCentre_posSemidef (by linarith) (by linarith)
  · have hs : (twoCentre c).IsSymm := by
      ext i j
      fin_cases i <;> fin_cases j <;> simp [twoCentre]
    rw [freeValence_eq_sum_unpaired id hs]
    fin_cases a <;>
      simp [Finset.sum_filter, unpaired, twoCentre] <;>
      ring

end

end FreeValence
```

```lean
#print axioms FreeValence.freeValence_nonneg_and_all_zero_iff
#print axioms FreeValence.sum_freeValence
```

```
'FreeValence.freeValence_nonneg_and_all_zero_iff' depends on axioms: [propext, Classical.choice, Quot.sound]
'FreeValence.sum_freeValence' depends on axioms: [propext, Classical.choice, Quot.sound]
```

## How the proof follows the algebra

`freeValence_eq_sum_unpaired` is the first step of the derivation. `Finset.sum_fiberwise` merges the sums over atoms into a sum over all basis functions, and `hs.apply i j` supplies the symmetry that identifies \(\sum_j D_{ij}^2\) with \((D^2)_{ii}\).

`unpaired_posSemidef` obtains the two sandwiched products from `conjTranspose_mul_mul_same`, which preserves positive semidefiniteness. The identity for \(U\) is stated with the factor \(1/2\) on the right; distributing the products and calling `module` proves it.

`diag_nonneg_and_row_zero` holds for any real positive semidefinite matrix. The vector \(t e_i + e_j\) appears as `Pi.single i t + Pi.single j 1`, the inequality linear in \(t\) is named `key`, and `linarith` finds the contradiction after the special value of \(t\) has been inserted.

`freeValence_eq_zero_iff` combines these lemmas. `Finset.sum_eq_zero_iff_of_nonneg` passes from a vanishing atomic sum to vanishing diagonal elements, and the row lemma does the rest. In the main theorem, the direction towards \(D^2 = 2D\) applies this local criterion to `atom i`, the atom that owns row \(i\).

`sum_freeValence` proves the trace formula from symmetry alone. `twoCentre_witness` returns to the opening example, with `id` making each orbital its own atom. Positivity of the two-centre matrix rests on writing its quadratic form as

\[
\tfrac{1+c}{2}(x_0+x_1)^2 + \tfrac{1-c}{2}(x_0-x_1)^2 ,
\]

whose two terms are the hints given to `nlinarith`, up to the factor \(1/2\). The matrix \(2I - D\) has the same form with \(c\) replaced by \(-c\), so the same lemma covers it. For \(|c| < 1\) this gives admissible densities with strictly positive free valence on both centres.
